# In a quadratic pair-energy model, the F12 correction can be zero while the basis-set error is not

## Does a tiny F12 correction mean that my basis is good?

I compute a pair energy in an orbital basis, then add one explicitly correlated geminal and minimise again. The energy hardly moves. I would like to conclude that the basis was nearly complete, since the geminal found so little left to recover. Is that sound? And should the correction at least shrink whenever I improve the basis?

## The correction bounds the error only from below

No to both. In a quadratic model with one freely optimised geminal, the correction is at most the basis-set error present before the geminal is added, but it can vanish while the error is large, and it can grow while the error falls.

Let $E$ be a real inner product space of pair functions, and let
$$J(x)=\|x\|^2-2\langle b,x\rangle .$$
This is the form of a second-order pair-energy functional when the inner product is taken from the zeroth-order Hamiltonian minus its ground-state energy, assumed positive on the pair functions; $b$ is then the exact first-order pair function. Let $V$ be the finite-dimensional trial space from the orbital basis, and $g$ the geminal.

**Error of the basis.** Let $p$ be the orthogonal projection of $b$ on $V$, and $r=b-p$. For $x\in V$, orthogonality of $r$ to $x-p$ gives $J(x)-J(p)=\|x-p\|^2\ge 0$. Since $\langle b,p\rangle=\|p\|^2$, the minimum is $J(p)=-\|p\|^2$. Over all of $E$ it is $-\|b\|^2$, so the remaining error is $\|b\|^2-\|p\|^2=\|r\|^2$.

**Effect of the geminal.** Let $u$ be the projection of $g$ on $V$, $q=g-u$, and $L$ the lowering of the minimum. If $q\ne0$, put $c=\langle r,g\rangle/\|q\|^2$. Then $r-cq$ is orthogonal to $V$, and also to $g$, because $\langle q,g\rangle=\|q\|^2$. So $p+cq$ is the new minimiser. As $p\perp q$, the new minimum is $-\|p\|^2-c^2\|q\|^2$, hence
$$L\,\|q\|^2=\langle r,g\rangle^2 .$$
If $q=0$, then $g\in V$ and both sides are zero.

**Bound and zero.** Let $s$ be the projection of $b$ on $V+\operatorname{span}g$. The error left there is $\|b-s\|^2$, so $L=\|r\|^2-\|b-s\|^2\le\|r\|^2$, with equality exactly when $b\in V+\operatorname{span}g$. Enlarging the space cannot raise the minimum, so $L\ge0$. Finally, $L=0$ exactly when $\langle r,g\rangle=0$: if this inner product vanishes, then $L=0$ or $q=0$, and in the latter case nothing was added.

**Numbers in the plane.** Take $b=(1,1)$ and $g=(1,-1)$. These vectors are chosen to show what the model allows, not to represent a real geminal.

- For $V=0$, $J(tg)=2t^2$ has minimum $0$, so the correction is $0$. The full minimum is $J(b)=-2$, so the error is $2$.
- For $V=\operatorname{span}(1,0)$, $J(t,0)=t^2-2t$ has minimum $-1$. Adding $g$ gives the whole plane, with minimum $-2$. Correction and error are both $1$.

**Reading the Lean statements.** `pairFunctional b` is $J$, whose vector `b` the comments call the source, and `minEnergy b V` is its infimum over `V`. `lowering b V g` is $L$, with `V ⊔ span ℝ {g}` as the enlarged space; `remainingError b V` compares `V` with the whole space `⊤`. `IsProj V b p` says that `p` lies in `V` and `b - p` is orthogonal to `V`. `FiniteDimensional ℝ V` supplies projections; `E` itself may be infinite-dimensional. The model takes all integrals as exact and optimises the geminal coefficient; practical F12 methods approximate some of the integrals, and fixed-amplitude variants do not optimise that coefficient.

```lean
import Mathlib

open Submodule

namespace F12BasisDiagnostic

noncomputable section

variable {E : Type*} [NormedAddCommGroup E] [InnerProductSpace ℝ E]

/-- The quadratic pair-energy functional `J(x) = ‖x‖² - 2⟨b, x⟩` with source vector `b`. -/
def pairFunctional (b x : E) : ℝ := ‖x‖ ^ 2 - 2 * inner ℝ b x

/-- The infimum of the pair functional over the trial space `V`. -/
def minEnergy (b : E) (V : Submodule ℝ E) : ℝ := sInf (pairFunctional b '' (V : Set E))

/-- The F12 correction: the drop of the infimum when the geminal `g` is added to `V`. -/
def lowering (b : E) (V : Submodule ℝ E) (g : E) : ℝ :=
  minEnergy b V - minEnergy b (V ⊔ span ℝ {g})

/-- The basis-set error of `V`: the infimum over `V` minus the infimum over the whole space. -/
def remainingError (b : E) (V : Submodule ℝ E) : ℝ := minEnergy b V - minEnergy b ⊤

/-- `p` is the orthogonal projection of `b` on `V`: it lies in `V`, and the residual `b - p`
is orthogonal to `V`. -/
def IsProj (V : Submodule ℝ E) (b p : E) : Prop :=
  p ∈ V ∧ ∀ v ∈ V, inner ℝ (b - p) v = 0

/-- Every vector has an orthogonal projection on a finite-dimensional trial space. -/
theorem exists_isProj (V : Submodule ℝ E) [FiniteDimensional ℝ V] (b : E) :
    ∃ p, IsProj V b p := by
  obtain ⟨p, hp, h⟩ := Submodule.HasOrthogonalProjection.exists_orthogonal (K := V) b
  exact ⟨p, hp, fun v hv => (Submodule.mem_orthogonal' V _).1 h v hv⟩

/-- The projection `p` of the source `b` on `V` minimises the pair functional over `V`. -/
theorem isLeast_of_isProj {V : Submodule ℝ E} {b p : E} (h : IsProj V b p) :
    IsLeast (pairFunctional b '' (V : Set E)) (pairFunctional b p) := by
  refine ⟨⟨p, h.1, rfl⟩, ?_⟩
  rintro _ ⟨x, hx, rfl⟩
  -- J(x) - J(p) = ‖x - p‖², because the residual is orthogonal to x - p
  have h1 := h.2 (x - p) (V.sub_mem hx h.1)
  simp only [inner_sub_left, inner_sub_right, real_inner_self_eq_norm_sq] at h1
  have h2 := norm_sub_sq_real x p
  have h3 := real_inner_comm x p
  unfold pairFunctional
  linarith [sq_nonneg ‖x - p‖]

/-- The minimum over `V` is `-‖p‖²`, where `p` is the projection of the source on `V`. -/
theorem minEnergy_eq {V : Submodule ℝ E} {b p : E} (h : IsProj V b p) :
    minEnergy b V = -‖p‖ ^ 2 := by
  have h1 := h.2 p h.1
  rw [inner_sub_left, real_inner_self_eq_norm_sq] at h1
  have h2 : minEnergy b V = pairFunctional b p := (isLeast_of_isProj h).csInf_eq
  rw [h2]
  unfold pairFunctional
  linarith

/-- The remaining error of `V` is the squared norm of the residual `b - p`, where `p` is the
projection of the source `b` on `V`. -/
theorem remainingError_eq {V : Submodule ℝ E} {b p : E} (h : IsProj V b p) :
    remainingError b V = ‖b - p‖ ^ 2 := by
  have ht : IsProj (⊤ : Submodule ℝ E) b b := ⟨mem_top, fun v _ => by simp⟩
  have h1 := h.2 p h.1
  rw [inner_sub_left, real_inner_self_eq_norm_sq] at h1
  have h2 := norm_sub_sq_real b p
  unfold remainingError
  rw [minEnergy_eq h, minEnergy_eq ht]
  linarith

/-- With `p` and `u` the projections of the source `b` and the geminal `g` on `V`, the lowering
times `‖g - u‖²` is the squared overlap of the residual `b - p` with `g`. -/
theorem lowering_mul {V : Submodule ℝ E} {b g p u : E} (hp : IsProj V b p)
    (hu : IsProj V g u) :
    lowering b V g * ‖g - u‖ ^ 2 = (inner ℝ (b - p) g) ^ 2 := by
  by_cases hq : g - u = 0
  · -- the geminal already lies in V
    have hg : g ∈ V := by
      rw [sub_eq_zero.1 hq]
      exact hu.1
    rw [hq, hp.2 g hg]
    simp
  · have hne : ‖g - u‖ ^ 2 ≠ 0 := pow_ne_zero 2 (norm_ne_zero_iff.2 hq)
    obtain ⟨c, hc⟩ : ∃ c : ℝ, c * ‖g - u‖ ^ 2 = inner ℝ (b - p) g :=
      ⟨_, div_mul_cancel₀ _ hne⟩
    have hqg : inner ℝ (g - u) g = ‖g - u‖ ^ 2 := by
      rw [← real_inner_self_eq_norm_sq, inner_sub_right (g - u) g u, hu.2 u hu.1, sub_zero]
    -- the minimiser moves from p to p + c (g - u)
    have hW : IsProj (V ⊔ span ℝ {g}) b (p + c • (g - u)) := by
      refine ⟨add_mem (mem_sup_left hp.1) (smul_mem _ _ (sub_mem
        (mem_sup_right (mem_span_singleton_self g)) (mem_sup_left hu.1))), ?_⟩
      intro v hv
      obtain ⟨y, hy, z, hz, rfl⟩ := mem_sup.1 hv
      obtain ⟨a, rfl⟩ := mem_span_singleton.1 hz
      rw [sub_add_eq_sub_sub, inner_sub_left, real_inner_smul_left, inner_add_right,
        inner_add_right, real_inner_smul_right, real_inner_smul_right, hp.2 y hy,
        hu.2 y hy, hqg]
      linear_combination (-a) * hc
    have hpq : inner ℝ p (g - u) = 0 := by
      rw [real_inner_comm]
      exact hu.2 p hp.1
    unfold lowering
    rw [minEnergy_eq hp, minEnergy_eq hW, norm_add_sq_real, real_inner_smul_right, hpq,
      norm_smul, mul_pow, Real.norm_eq_abs, sq_abs, ← hc]
    ring

/-- For a finite-dimensional `V`, the F12 correction is nonnegative and at most the remaining
error of `V`; it equals that error exactly when the source lies in `V + span g`. -/
theorem lowering_le_remainingError (b : E) (V : Submodule ℝ E) [FiniteDimensional ℝ V] (g : E) :
    0 ≤ lowering b V g ∧ lowering b V g ≤ remainingError b V ∧
      (lowering b V g = remainingError b V ↔ b ∈ V ⊔ span ℝ {g}) := by
  obtain ⟨p, hp⟩ := exists_isProj V b
  obtain ⟨s, hs⟩ := exists_isProj (V ⊔ span ℝ {g}) b
  -- the lowering is the old error minus the error left in the enlarged space
  have e : lowering b V g = remainingError b V - ‖b - s‖ ^ 2 := by
    rw [← remainingError_eq hs]
    unfold lowering remainingError
    ring
  refine ⟨?_, by linarith [sq_nonneg ‖b - s‖], ?_, ?_⟩
  · have h1 := (isLeast_of_isProj hs).2 ⟨p, mem_sup_left hp.1, rfl⟩
    have h2 : minEnergy b V = pairFunctional b p := (isLeast_of_isProj hp).csInf_eq
    have h3 : minEnergy b (V ⊔ span ℝ {g}) = pairFunctional b s :=
      (isLeast_of_isProj hs).csInf_eq
    unfold lowering
    linarith
  · intro h
    have h0 : ‖b - s‖ ^ 2 = 0 := by linarith
    have hbs : b = s := sub_eq_zero.1 (norm_eq_zero.1 ((pow_eq_zero_iff two_ne_zero).1 h0))
    rw [hbs]
    exact hs.1
  · intro hb
    have h0 := remainingError_eq (V := V ⊔ span ℝ {g}) (b := b) (p := b)
      ⟨hb, fun v _ => by simp⟩
    rw [remainingError_eq hs, sub_self, norm_zero] at h0
    linarith

/-- For a finite-dimensional `V`, the F12 correction vanishes exactly when the residual `b - p`
is orthogonal to the geminal, where `p` is the projection of the source `b` on `V`. -/
theorem lowering_eq_zero_iff {V : Submodule ℝ E} [FiniteDimensional ℝ V] {b p : E}
    (hp : IsProj V b p) (g : E) : lowering b V g = 0 ↔ inner ℝ (b - p) g = 0 := by
  obtain ⟨u, hu⟩ := exists_isProj V g
  have h := lowering_mul hp hu
  constructor
  · intro h0
    rw [h0, zero_mul] at h
    exact (pow_eq_zero_iff two_ne_zero).1 h.symm
  · intro h0
    rw [h0, zero_pow two_ne_zero] at h
    rcases mul_eq_zero.1 h with h1 | h1
    · exact h1
    · have hgu : g = u := sub_eq_zero.1 (norm_eq_zero.1 ((pow_eq_zero_iff two_ne_zero).1 h1))
      have hg : g ∈ V := by
        rw [hgu]
        exact hu.1
      have hV : V ⊔ span ℝ {g} = V := sup_eq_left.2 ((span_singleton_le_iff_mem g V).2 hg)
      rw [lowering, hV, sub_self]

/-- The vector `(x, y)` of the Euclidean plane. -/
def vec (x y : ℝ) : EuclideanSpace ℝ (Fin 2) := !₂[x, y]

/-- For the source `(1,1)` and the geminal `(1,-1)`, the empty basis has correction 0 and
error 2, while the basis spanned by `(1,0)` has correction 1 and error 1. -/
theorem small_correction_large_error :
    lowering (vec 1 1) ⊥ (vec 1 (-1)) = 0 ∧ remainingError (vec 1 1) ⊥ = 2 ∧
    lowering (vec 1 1) (span ℝ {vec 1 0}) (vec 1 (-1)) = 1 ∧
    remainingError (vec 1 1) (span ℝ {vec 1 0}) = 1 := by
  have inn : ∀ x y z w : ℝ, inner ℝ (vec x y) (vec z w) = x * z + y * w := by
    intro x y z w
    simp [vec, PiLp.inner_apply, Fin.sum_univ_two, mul_comm]
  have nrm : ∀ x y : ℝ, ‖vec x y‖ ^ 2 = x * x + y * y := by
    intro x y
    rw [← real_inner_self_eq_norm_sq, inn]
  have dif : ∀ y : ℝ, vec 1 y - vec 1 0 = vec 0 y := by
    intro y
    ext i
    fin_cases i <;> simp [vec]
  have h0 : IsProj ⊥ (vec 1 1) 0 :=
    ⟨zero_mem _, fun v hv => by rw [(mem_bot ℝ).1 hv, inner_zero_right]⟩
  -- both (1,1) and (1,-1) project on (1,0)
  have h1 : ∀ y : ℝ, IsProj (span ℝ {vec 1 0}) (vec 1 y) (vec 1 0) := by
    intro y
    refine ⟨mem_span_singleton_self _, fun v hv => ?_⟩
    obtain ⟨c, rfl⟩ := mem_span_singleton.1 hv
    rw [dif, real_inner_smul_right, inn]
    ring
  refine ⟨?_, ?_, ?_, ?_⟩
  · rw [lowering_eq_zero_iff h0, sub_zero, inn]
    norm_num
  · rw [remainingError_eq h0, sub_zero, nrm]
    norm_num
  · have h := lowering_mul (h1 1) (h1 (-1))
    rw [dif, dif, nrm, inn] at h
    linarith
  · rw [remainingError_eq (h1 1), dif, nrm]
    norm_num

end

end F12BasisDiagnostic
```

```lean
#print axioms F12BasisDiagnostic.lowering_le_remainingError
#print axioms F12BasisDiagnostic.small_correction_large_error
```

```
'F12BasisDiagnostic.lowering_le_remainingError' depends on axioms: [propext, Classical.choice, Quot.sound]
'F12BasisDiagnostic.small_correction_large_error' depends on axioms: [propext, Classical.choice, Quot.sound]
```

**From the derivation to the code.** `isLeast_of_isProj` expands the orthogonality relation and closes with the square $\|x-p\|^2$; `minEnergy_eq` and `remainingError_eq` give the two values. `lowering_mul` splits on `g - u = 0`, and in the other case `hW` verifies the minimiser $p+cq$ against a general vector $y+ag$. `lowering_le_remainingError` uses the difference of errors, named `e`, and `lowering_eq_zero_iff` uses the product formula. `small_correction_large_error` applies these results to explicit projections.

**From infimum to minimum.** The key device is `IsLeast.csInf_eq`. Since $J(x)=\|x-b\|^2-\|b\|^2$ is bounded below, `minEnergy` is a true infimum, but for an infinite-dimensional `V` it need not be attained. `IsLeast` states that a value belongs to the set and bounds it from below; `csInf_eq` then identifies the infimum with that value. Each energy is thus found by exhibiting a projection.
